# Thermal factor of a density following independent Gaussian centres with a common standard deviation

The lemma `norm_thermalFactor_common` concerns a density whose displacement is X = ∑ wᵢuᵢ, a weighted sum of the displacements of finitely many centres. The uᵢ are real, independent, centred Gaussian variables with a common standard deviation s, and the weights wᵢ are any real numbers, not required to sum to one. It states that the thermal factor E[exp(iqX)] has modulus exp(−q²s²∑wᵢ²/2). The attempt rewrites the thermal factor by the earlier formula `thermalFactor_following`, passes from the complex norm to the real one, drops that norm because its argument is non-negative, and matches the two sums with `Finset.sum_mul`.

An attempt in Lean 4 with a fault in it:

```lean
import Mathlib

open MeasureTheory ProbabilityTheory
open scoped NNReal

namespace MultiCentreThermalFactor

noncomputable section

variable {Ω ι : Type*} [MeasurableSpace Ω] [Fintype ι]
  {P : Measure Ω} [IsProbabilityMeasure P]

/-- The centres have independent, centred Gaussian displacements `u i` with
standard deviations `s i`. -/
structure ThermalCentres (P : Measure Ω) (u : ι → Ω → ℝ) (s : ι → ℝ≥0) : Prop where
  measurable : ∀ i, Measurable (u i)
  indep : iIndepFun u P
  gaussian : ∀ i, P.map (u i) = gaussianReal 0 (s i ^ 2)

/-- The displacement of a density that follows the centres with weights `w i`. -/
def followingShift (w : ι → ℝ) (u : ι → Ω → ℝ) (ω : Ω) : ℝ := ∑ i, w i * u i ω

/-- The thermal factor `E[exp(iqX)]` of a random displacement `X`. -/
def thermalFactor (P : Measure Ω) (X : Ω → ℝ) (q : ℝ) : ℂ :=
  ∫ ω, Complex.exp (q * X ω * Complex.I) ∂P

/-- The Gaussian attenuation `exp(-q²B/2)` for mean square displacement `B`. -/
def debyeWaller (q B : ℝ) : ℝ := Real.exp (-(q ^ 2 * B) / 2)

/-- The Gaussian attenuation is positive. -/
theorem debyeWaller_pos (q B : ℝ) : 0 < debyeWaller q B := Real.exp_pos _

omit [IsProbabilityMeasure P] in
/-- A centred Gaussian displacement of standard deviation `s` has thermal factor
`exp(-q²s²/2)`. -/
theorem thermalFactor_gaussian {X : Ω → ℝ} {s : ℝ≥0} (hX : Measurable X)
    (hG : P.map X = gaussianReal 0 (s ^ 2)) (q : ℝ) :
    thermalFactor P X q = (debyeWaller q ((s : ℝ) ^ 2) : ℂ) := by
  have hm : AEStronglyMeasurable
      (fun x : ℝ => Complex.exp (q * x * Complex.I)) (P.map X) :=
    Continuous.aestronglyMeasurable (by fun_prop)
  have e : thermalFactor P X q = charFun (P.map X) q := by
    rw [charFun_apply_real, integral_map hX.aemeasurable hm]
    rfl
  rw [e, hG, charFun_gaussianReal, debyeWaller]
  push_cast
  congr 1
  ring

/-- For independent Gaussian centres the thermal factor of the following density is a product of
one-centre factors, each taken at the scattering vector `q * w i`. -/
theorem thermalFactor_eq_prod {u : ι → Ω → ℝ} {s : ι → ℝ≥0}
    (h : ThermalCentres P u s) (w : ι → ℝ) (q : ℝ) :
    thermalFactor P (followingShift w u) q = ∏ i, thermalFactor P (u i) (q * w i) := by
  have hmap := (iIndepFun_iff_map_fun_eq_pi_map
    (fun i => (h.measurable i).aemeasurable)).1 h.indep
  have hprob : ∀ i, IsProbabilityMeasure (P.map (u i)) := fun i => by
    rw [h.gaussian i]; infer_instance
  have hcont : Continuous (fun x : ι → ℝ =>
      ∏ i, Complex.exp ((q * w i : ℝ) * x i * Complex.I)) := by fun_prop
  calc thermalFactor P (followingShift w u) q
      = ∫ ω, ∏ i, Complex.exp ((q * w i : ℝ) * u i ω * Complex.I) ∂P := by
        refine integral_congr_ae (Filter.Eventually.of_forall fun ω => ?_)
        simp only [followingShift]
        rw [← Complex.exp_sum]
        congr 1
        push_cast
        rw [Finset.mul_sum, Finset.sum_mul]
        exact Finset.sum_congr rfl fun i _ => by ring
    _ = ∫ x : ι → ℝ, ∏ i, Complex.exp ((q * w i : ℝ) * x i * Complex.I)
          ∂(P.map fun ω i => u i ω) :=
        (integral_map (measurable_pi_lambda _ h.measurable).aemeasurable
          hcont.aestronglyMeasurable).symm
    _ = ∏ i, ∫ x : ℝ, Complex.exp ((q * w i : ℝ) * x * Complex.I) ∂(P.map (u i)) := by
        -- independence: the joint law is the product of the one-centre laws
        rw [hmap]
        apply integral_fintype_prod_eq_prod
          (f := fun i (x : ℝ) => Complex.exp ((q * w i : ℝ) * x * Complex.I))
    _ = ∏ i, thermalFactor P (u i) (q * w i) :=
        Finset.prod_congr rfl fun i _ => integral_map (h.measurable i).aemeasurable
          (Continuous.aestronglyMeasurable (by fun_prop))

/-- A density following several independent Gaussian centres has thermal factor
`exp(-q² ∑ wᵢ² sᵢ² / 2)`. -/
theorem thermalFactor_following {u : ι → Ω → ℝ} {s : ι → ℝ≥0}
    (h : ThermalCentres P u s) (w : ι → ℝ) (q : ℝ) :
    thermalFactor P (followingShift w u) q
      = (debyeWaller q (∑ i, w i ^ 2 * (s i : ℝ) ^ 2) : ℂ) := by
  rw [thermalFactor_eq_prod h, Finset.prod_congr rfl fun i _ =>
    thermalFactor_gaussian (h.measurable i) (h.gaussian i) (q * w i),
    ← Complex.ofReal_prod]
  refine congrArg Complex.ofReal ?_
  simp only [debyeWaller]
  rw [← Real.exp_sum, Finset.mul_sum, ← Finset.sum_neg_distrib, Finset.sum_div]
  exact congrArg Real.exp (Finset.sum_congr rfl fun i _ => by ring)

/-- For a density following independent Gaussian centres with common standard deviation `s`, the
modulus of the thermal factor is `exp(-q² s² ∑ wᵢ² / 2)`. -/
theorem norm_thermalFactor_common {u : ι → Ω → ℝ} {s : ℝ≥0}
    (h : ThermalCentres P u fun _ => s) (w : ι → ℝ) (q : ℝ) :
    ‖thermalFactor P (followingShift w u) q‖
      = debyeWaller q ((∑ i, w i ^ 2) * (s : ℝ) ^ 2) := by
  rw [thermalFactor_following h, Complex.norm_real,
    Real.norm_of_nonneg (Real.exp_pos _).le, Finset.sum_mul]

end

end MultiCentreThermalFactor
```

Lean reports:

```
Main.lean:104:4: error: Tactic `rewrite` failed: Did not find an occurrence of the pattern
  ‖Real.exp ?m.71‖
in the target expression
  ‖debyeWaller q (∑ i, w i ^ 2 * ↑s ^ 2)‖ = debyeWaller q ((∑ i, w i ^ 2) * ↑s ^ 2)

Ω : Type u_1
ι : Type u_2
inst✝² : MeasurableSpace Ω
inst✝¹ : Fintype ι
P : Measure Ω
inst✝ : IsProbabilityMeasure P
u : ι → Ω → ℝ
s : ℝ≥0
h : ThermalCentres P u fun x => s
w : ι → ℝ
q : ℝ
⊢ ‖debyeWaller q (∑ i, w i ^ 2 * ↑s ^ 2)‖ = debyeWaller q ((∑ i, w i ^ 2) * ↑s ^ 2)
```

Diagnosis. The error is in the step that drops the norm. `Real.norm_of_nonneg` takes the form of its left side from the proof it is given. `Real.exp_pos _` proves that some `Real.exp` is positive, so the rewrite looks for `‖Real.exp ?m.71‖`. The goal has `‖debyeWaller q (…)‖` instead. `debyeWaller` is defined as a `Real.exp`, but `rw` does not unfold an ordinary definition like this one when it looks for its pattern, so it finds no match.

The repair passes `debyeWaller_pos _ _`, which states the same positivity in terms of `debyeWaller`. The pattern becomes the norm of a `debyeWaller` term, which is what the goal contains, and the norm is removed. `Finset.sum_mul` then moves the factor `↑s ^ 2` inside the sum on the right, so that both sides are the same and `rw` closes the goal.

As a diff, the version that Lean accepts:

```diff
@@ -102,5 +102,5 @@
       = debyeWaller q ((∑ i, w i ^ 2) * (s : ℝ) ^ 2) := by
   rw [thermalFactor_following h, Complex.norm_real,
-    Real.norm_of_nonneg (Real.exp_pos _).le, Finset.sum_mul]
+    Real.norm_of_nonneg (debyeWaller_pos _ _).le, Finset.sum_mul]
 
 end
```
